# The static scattering equation on $N$ Fermi-circle angles is solvable exactly when no $F_l=-1$

The Fermi circle is represented by $N$ equally spaced angles $2\pi a/N$, with $a$ an integer modulo $N$, so that the difference $a-b$ of two angles wraps around the circle. In Lean both the angles and the harmonic labels $l$ have type `ZMod N`. The Landau interaction $F$ is a complex function of the angle difference, made dimensionless by the density of states, in a single spin channel. The static scattering amplitude $A$ is required to satisfy

$$A(a)=F(a)-\frac1N\sum_b F(a-b)A(b).$$

This equation is taken as given and not derived from a microscopic vertex. For a stable Fermi liquid in this discretised, rotation-invariant model, the result turns Landau parameters into the static quasiparticle scattering amplitude of Fermi-liquid theory.

## At least one angle, equally spaced

Physically, $N\ge1$ says that there is a direction to average over. In Lean it is `NeZero N`; `ZMod 0` would be the infinite set of integers, with no average $1/N$.

```lean
import Mathlib

open scoped ComplexConjugate

namespace FermiCircleScattering

noncomputable section

variable {N : ℕ} [NeZero N]
```

Write $e_l(a)=\exp(2\pi i\,la/N)$ for the harmonics, which are `wave l a` in Lean.

```lean
/-- The angular harmonic `exp(2πi l a / N)` at the Fermi-circle angle `2π a / N`. -/
def wave (l a : ZMod N) : ℂ := ZMod.stdAddChar (l * a)
```

The coefficients carry the average, $F_l=\frac1N\sum_a e_{-l}(a)F(a)$, and $A_l$ is defined in the same way.

```lean
/-- The averaged Fourier coefficient `F_l = (1/N) ∑_a exp(-2πi l a / N) F(a)`. -/
def coeff (F : ZMod N → ℂ) (l : ZMod N) : ℂ :=
  (1 / (N : ℂ)) * ∑ a, wave (-l) a * F a
```

The sum in the scattering equation carries the same factor.

```lean
/-- The rescattering term: the average over intermediate angles `b` of `F(a-b) A(b)`. -/
def rescatter (F A : ZMod N → ℂ) (a : ZMod N) : ℂ :=
  (1 / (N : ℂ)) * ∑ b, F (a - b) * A b
```

`ScatteringEq F A` states the equation at every angle and makes no reference to its Fourier solution.

```lean
/-- The static scattering equation `A(a) = F(a) - (1/N) ∑_b F(a-b) A(b)` at every angle. -/
def ScatteringEq (F A : ZMod N → ℂ) : Prop :=
  ∀ a, A a = F a - rescatter F A a
```

Equal spacing gives orthogonality. For $c\ne0$ the ratio $r=\exp(2\pi i c/N)$ differs from 1 while $r^N=1$, so $\sum_l e_l(c)=(r^N-1)/(r-1)=0$. For $c=0$ the sum is $N$. Lean gets this from the primitivity of the standard character.

```lean
/-- Orthogonality: the sum of all harmonics at angle `c` is `N` for `c = 0` and zero otherwise. -/
theorem sum_wave (c : ZMod N) : ∑ l, wave l c = if c = 0 then (N : ℂ) else 0 := by
  unfold wave
  rw [AddChar.sum_mulShift c (ZMod.isPrimitive_stdAddChar N), ZMod.card]
  split_ifs <;> simp
```

Hence every function is recovered from its coefficients:

$$\sum_l F_l e_l(a)=\frac1N\sum_b F(b)\sum_l e_l(a-b)=F(a).$$

The proof exchanges the sums, keeps only $b=a$ with `Finset.sum_eq_single`, and cancels $N$, which is where $N\neq0$ enters.

```lean
/-- Every function of the angle is the sum of its harmonics weighted by its coefficients. -/
theorem mode_expansion (F : ZMod N → ℂ) (a : ZMod N) :
    F a = ∑ l, coeff F l * wave l a := by
  have hN : (N : ℂ) ≠ 0 := Nat.cast_ne_zero.mpr (NeZero.ne N)
  symm
  calc ∑ l, coeff F l * wave l a
      = (1 / (N : ℂ)) * ∑ b, (∑ l, wave l (a - b)) * F b := by
        simp only [coeff, Finset.mul_sum, Finset.sum_mul]
        refine Finset.sum_comm.trans ?_
        refine Finset.sum_congr rfl fun b _ => Finset.sum_congr rfl fun l _ => ?_
        have h : wave l (a - b) = wave l a * wave (-l) b := by
          unfold wave
          rw [← AddChar.map_add_eq_mul]
          congr 1
          ring
        rw [h]
        ring
    _ = F a := by
        -- only the intermediate angle b = a survives
        rw [Finset.sum_eq_single a]
        · rw [sum_wave, if_pos (sub_self a)]
          field_simp
        · intro b _ hb
          rw [sum_wave, if_neg (sub_ne_zero.mpr hb.symm), zero_mul]
        · simp
```

Conversely, a superposition $\sum_l c_l e_l$ has $k$-th coefficient $\frac1N\sum_l c_l\sum_a e_a(l-k)=c_k$, by the same orthogonality with the roles of angle and label exchanged.

```lean
/-- A superposition of harmonics with weights `c_l` has the Fourier coefficients `c_l`. -/
theorem coeff_superposition (c : ZMod N → ℂ) (k : ZMod N) :
    coeff (fun a => ∑ l, c l * wave l a) k = c k := by
  have hN : (N : ℂ) ≠ 0 := Nat.cast_ne_zero.mpr (NeZero.ne N)
  calc coeff (fun a => ∑ l, c l * wave l a) k
      = (1 / (N : ℂ)) * ∑ l, (∑ a, wave a (l - k)) * c l := by
        simp only [coeff, Finset.mul_sum, Finset.sum_mul]
        refine Finset.sum_comm.trans ?_
        refine Finset.sum_congr rfl fun l _ => Finset.sum_congr rfl fun a _ => ?_
        have h : wave a (l - k) = wave l a * wave (-k) a := by
          unfold wave
          rw [← AddChar.map_add_eq_mul]
          congr 1
          ring
        rw [h]
        ring
    _ = c k := by
        rw [Finset.sum_eq_single k]
        · rw [sum_wave, if_pos (sub_self k)]
          field_simp
        · intro l _ hl
          rw [sum_wave, if_neg (sub_ne_zero.mpr hl), zero_mul]
        · simp
```

## An interaction that depends only on the angle difference

This is rotation invariance, and it is built into the type of `F`, a function of one angle. By hand it enters when the rescattering term $R(a)=\frac1N\sum_b F(a-b)A(b)$ is transformed. Substituting $a=a'+b$ gives

$$R_l=\frac1{N^2}\sum_b A(b)\sum_a e_{-l}(a)F(a-b)
=\frac1{N^2}\sum_b e_{-l}(b)A(b)\sum_{a'}e_{-l}(a')F(a')=F_lA_l.$$

With a general kernel $F(a,b)$ the harmonics would usually mix, leaving a coupled linear system. In the proof, `shift` is the substitution and `factor` separates the two sums.

```lean
/-- Rescattering is diagonal in the harmonics: its coefficients are the products `F_l A_l`. -/
theorem coeff_rescatter (F A : ZMod N → ℂ) (l : ZMod N) :
    coeff (rescatter F A) l = coeff F l * coeff A l := by
  -- a rotation by b multiplies the l-th coefficient by a phase
  have shift : ∀ b, ∑ a, wave (-l) a * F (a - b)
      = wave (-l) b * ∑ a, wave (-l) a * F a := by
    intro b
    refine (Equiv.sum_comp (Equiv.addRight b)
      (fun a => wave (-l) a * F (a - b))).symm.trans ?_
    rw [Finset.mul_sum]
    refine Finset.sum_congr rfl fun a _ => ?_
    have h : wave (-l) (a + b) = wave (-l) b * wave (-l) a := by
      unfold wave
      rw [← AddChar.map_add_eq_mul]
      congr 1
      ring
    show wave (-l) (a + b) * F (a + b - b) = _
    rw [h, add_sub_cancel_right]
    ring
  have factor : ∑ b, wave (-l) b * (∑ a, wave (-l) a * F a) * A b
      = (∑ a, wave (-l) a * F a) * ∑ b, wave (-l) b * A b := by
    rw [Finset.mul_sum]
    exact Finset.sum_congr rfl fun b _ => by ring
  calc coeff (rescatter F A) l
      = (1 / (N : ℂ)) * (1 / (N : ℂ)) * ∑ b, (∑ a, wave (-l) a * F (a - b)) * A b := by
        simp only [coeff, rescatter, Finset.mul_sum, Finset.sum_mul]
        refine Finset.sum_comm.trans ?_
        exact Finset.sum_congr rfl fun b _ => Finset.sum_congr rfl fun a _ => by ring
    _ = coeff F l * coeff A l := by
        simp only [shift]
        rw [factor]
        unfold coeff
        ring
```

The factors $1/N$ need care here. With unnormalised coefficients $\hat F_l=NF_l$, the same equation gives $\hat A_l=\hat F_l/(1+\hat F_l/N)$, and the value to exclude is $\hat F_l=-N$. Combining unnormalised coefficients with the formula $F_l/(1+F_l)$ is therefore wrong as soon as $N>1$ and $F_l\neq0$.

Taking coefficients of the scattering equation gives $A_l=F_l-F_lA_l$, that is,

$$A_l(1+F_l)=F_l\quad\text{for every } l.$$

Conversely, if these equations hold, both sides of the scattering equation have the same coefficients and agree at every angle by the mode expansion. The two directions of the proof are these two arguments, with `coeff_sub` supplying linearity.

```lean
/-- The scattering equation holds exactly when `A_l (1 + F_l) = F_l` for every harmonic. -/
theorem scatteringEq_iff_modes (F A : ZMod N → ℂ) :
    ScatteringEq F A ↔ ∀ l, coeff A l * (1 + coeff F l) = coeff F l := by
  have coeff_sub : ∀ (G H : ZMod N → ℂ) (l : ZMod N),
      coeff (fun a => G a - H a) l = coeff G l - coeff H l := by
    intro G H l
    simp only [coeff, mul_sub, Finset.sum_sub_distrib]
  constructor
  · intro h l
    have hA : A = fun a => F a - rescatter F A a := funext h
    have e : coeff A l = coeff F l - coeff F l * coeff A l := by
      rw [← coeff_rescatter, ← coeff_sub]
      exact congrArg (fun G => coeff G l) hA
    linear_combination e
  · intro h a
    -- equal coefficients give equal functions
    have e : ∀ l, coeff A l = coeff (fun a => F a - rescatter F A a) l := by
      intro l
      refine Eq.trans ?_ (coeff_sub F (rescatter F A) l).symm
      rw [coeff_rescatter]
      linear_combination h l
    refine (mode_expansion A a).trans (Eq.trans ?_
      (mode_expansion (fun a => F a - rescatter F A a) a).symm)
    exact Finset.sum_congr rfl fun l _ => by rw [← e l]
```

## No harmonic with $F_l=-1$

For a real, even interaction, $1+F_l$ measures the stiffness of the Fermi surface against a static deformation of harmonic $l$. Its vanishing marks the threshold of a Pomeranchuk instability. The hypothesis `hF` excludes only the threshold value: if some $F_l<-1$ and none equals $-1$, the equation still has its algebraic solution, although the Fermi liquid is unstable.

By hand, the condition permits the division

$$A_l=\frac{F_l}{1+F_l}.$$

Uniqueness follows because the coefficients determine $A$. For existence, define $A(a)=\sum_l \frac{F_l}{1+F_l}e_l(a)$; its coefficients satisfy every mode equation.

The theorem `static_scattering_amplitude` says both things: there is exactly one `A` with `ScatteringEq F A`, and any such `A` has the stated coefficients. In its proof `h1` turns `hF` into $1+F_l\ne0$, `eq_div_iff` performs the division, and `coeff_superposition` verifies the explicit candidate.

```lean
/-- If no coefficient `F_l` equals `-1`, the scattering equation has exactly one solution,
and its coefficients are `A_l = F_l / (1 + F_l)`. -/
theorem static_scattering_amplitude (F : ZMod N → ℂ) (hF : ∀ l, coeff F l ≠ -1) :
    (∃! A, ScatteringEq F A) ∧
      ∀ A, ScatteringEq F A → ∀ l, coeff A l = coeff F l / (1 + coeff F l) := by
  have h1 : ∀ l, 1 + coeff F l ≠ 0 := fun l h => hF l (by linear_combination h)
  have hcoeff : ∀ A, ScatteringEq F A →
      ∀ l, coeff A l = coeff F l / (1 + coeff F l) := by
    intro A hA l
    rw [eq_div_iff (h1 l)]
    exact (scatteringEq_iff_modes F A).1 hA l
  refine ⟨⟨fun a => ∑ l, coeff F l / (1 + coeff F l) * wave l a, ?_, ?_⟩, hcoeff⟩
  · refine (scatteringEq_iff_modes F _).2 fun l => ?_
    exact (congrArg (fun z => z * (1 + coeff F l))
      (coeff_superposition (fun l => coeff F l / (1 + coeff F l)) l)).trans
      (div_mul_cancel₀ _ (h1 l))
  · intro A hA
    funext a
    refine (mode_expansion A a).trans ?_
    exact Finset.sum_congr rfl fun l _ => by rw [hcoeff A hA l]
```

Without the condition there is no solution at all: if $F_l=-1$ for some $l$, that mode equation reads $0=-1$. The smallest case is $N=1$, $F=-1$, where the equation becomes $A=-1+A$. So the condition is equivalent to solvability, and the proof substitutes $F_l=-1$ and lets `norm_num` find the contradiction.

```lean
/-- The scattering equation is solvable if and only if no coefficient `F_l` equals `-1`. -/
theorem solvable_iff (F : ZMod N → ℂ) :
    (∃ A, ScatteringEq F A) ↔ ∀ l, coeff F l ≠ -1 := by
  constructor
  · rintro ⟨A, hA⟩ l hl
    have h := (scatteringEq_iff_modes F A).1 hA l
    rw [hl] at h
    norm_num at h
  · intro hF
    exact (static_scattering_amplitude F hF).1.exists
```

The amplitude at each angle follows by inserting the coefficients into the mode expansion. Since `hA` already supplies a solution, `hF` is implied by it through `solvable_iff`; it is kept as an explicit condition here and in the next theorem.

```lean
/-- If no `F_l` equals `-1`, a solution of the scattering equation is, at each angle, the sum
of the harmonics with weights `F_l / (1 + F_l)`. -/
theorem amplitude_at_angle (F A : ZMod N → ℂ) (hF : ∀ l, coeff F l ≠ -1)
    (hA : ScatteringEq F A) (a : ZMod N) :
    A a = ∑ l, coeff F l / (1 + coeff F l) * wave l a := by
  refine (mode_expansion A a).trans ?_
  exact Finset.sum_congr rfl fun l _ => by
    rw [(static_scattering_amplitude F hF).2 A hA l]
```

## A real interaction

The hypothesis `hreal` says that $F(a)$ equals its complex conjugate at every angle, as for the Landau interaction between quasiparticles. It does not require $F$ to be even, so individual coefficients may still be complex.

Conjugating the scattering equation leaves $F$ unchanged and replaces $A$ by $\bar A$. Both functions solve the same equation, so uniqueness gives $\bar A=A$. In the proof, `hc` is the conjugated equation and `unique` compares the two solutions. If $F$ may be complex, the conclusion can fail: for $N=1$ and $F=i$ the amplitude is $i/(1+i)=(1+i)/2$.

```lean
/-- If the interaction `F` is real and no `F_l` equals `-1`, a solution of the scattering
equation is real at every angle. -/
theorem amplitude_real (F A : ZMod N → ℂ) (hF : ∀ l, coeff F l ≠ -1)
    (hreal : ∀ a, conj (F a) = F a) (hA : ScatteringEq F A) (a : ZMod N) :
    conj (A a) = A a := by
  -- the conjugate amplitude solves the same equation
  have hc : ScatteringEq F (fun a => conj (A a)) := by
    intro a
    have h := congrArg (fun z : ℂ => conj z) (hA a)
    simpa [rescatter, hreal] using h
  exact congrFun ((static_scattering_amplitude F hF).1.unique hc hA) a

end

end FermiCircleScattering
```

```lean
#print axioms FermiCircleScattering.static_scattering_amplitude
-- 'FermiCircleScattering.static_scattering_amplitude' depends on axioms: [propext, Classical.choice, Quot.sound]
#print axioms FermiCircleScattering.solvable_iff
-- 'FermiCircleScattering.solvable_iff' depends on axioms: [propext, Classical.choice, Quot.sound]
#print axioms FermiCircleScattering.amplitude_at_angle
-- 'FermiCircleScattering.amplitude_at_angle' depends on axioms: [propext, Classical.choice, Quot.sound]
#print axioms FermiCircleScattering.amplitude_real
-- 'FermiCircleScattering.amplitude_real' depends on axioms: [propext, Classical.choice, Quot.sound]
```
